# The total residue of a finite pole sum at a real energy, as a limit from the upper half-plane

The theorem concerns a matrix function of complex energy, `poleSum`, with finitely many simple poles at real energies d_k: the sum of R_k/(z − d_k). The resolvent of a finite Hermitian matrix has this form, but here the residues R_k are arbitrary complex matrices, and several d_k may coincide. It states that iη times the function at x + iη tends, as η decreases to zero, to the sum of those R_k whose pole lies at x, which is zero if there are none. The attempt takes the limit term by term: a pole at x contributes exactly R_k for every η > 0, while for any other pole the scalar factor is continuous at η = 0 and vanishes there.

As first written in Lean, the proof fails:

```lean
import Mathlib

open Matrix Filter Topology
open scoped ComplexOrder

namespace TendstoResidue

noncomputable section

variable {n b κ : Type*} [Fintype b] [DecidableEq b] [Fintype κ]

/-- The pole sum `∑ R_k / (z - d_k)` with matrix residues, meant for `z` different from
all `d_k`. -/
def poleSum (R : κ → Matrix n n ℂ) (d : κ → ℝ) (z : ℂ) : Matrix n n ℂ :=
  ∑ k, (z - (d k : ℂ))⁻¹ • R k

/-- As `η` decreases to zero, `iη` times the pole sum at `x + iη` tends to the total residue
at the real energy `x`. -/
theorem tendsto_residue (R : κ → Matrix n n ℂ) (d : κ → ℝ) (x : ℝ) :
    Tendsto (fun η : ℝ => ((η : ℂ) * Complex.I) • poleSum R d ((x : ℂ) + η * Complex.I))
      (𝓝[>] 0) (𝓝 (∑ k, if d k = x then R k else 0)) := by
  simp only [poleSum, Finset.smul_sum, smul_smul]
  refine tendsto_finset_sum _ fun k _ => ?_
  by_cases h : d k = x
  · -- a pole at `x` contributes its residue for every `η > 0`
    rw [if_pos h]
    refine tendsto_const_nhds.congr' ?_
    filter_upwards [self_mem_nhdsWithin] with η hη
    have hη' : (η : ℂ) * Complex.I ≠ 0 :=
      mul_ne_zero (Complex.ofReal_ne_zero.mpr (ne_of_gt hη)) Complex.I_ne_zero
    rw [h, add_sub_cancel_left, mul_inv_cancel₀ hη', one_smul]
  · -- every other pole is suppressed by the factor `iη`
    rw [if_neg h]
    have hne : (x : ℂ) + ((0 : ℝ) : ℂ) * Complex.I - (d k : ℂ) ≠ 0 := by
      rw [Complex.ofReal_zero, zero_mul, add_zero, sub_ne_zero]
      exact fun h' => h (Complex.ofReal_injective h').symm
    have hc : ContinuousAt (fun η : ℝ => ((η : ℂ) * Complex.I) *
        ((x : ℂ) + η * Complex.I - (d k : ℂ))⁻¹) 0 :=
      ContinuousAt.mul (by fun_prop) (ContinuousAt.inv₀ (by fun_prop) hne)
    have ht := (hc.tendsto.mono_left nhdsWithin_le_nhds (x := 𝓝[>] 0)).smul_const (R k)
    simpa using ht

end

end TendstoResidue
```

The compiler's answer:

```
Main.lean:23:9: warning: `tendsto_finset_sum` has been deprecated: Use `tendsto_finsetSum` instead
Main.lean:40:37: error: Application type mismatch: The argument
  nhdsWithin_le_nhds
has type
  𝓝[?m.327] ?m.326 ≤ 𝓝 ?m.326
but is expected to have type
  ?m.337 ≤ 𝓝[>] 0
in the application
  Tendsto.mono_left ?m.323 nhdsWithin_le_nhds
```

Fix (accepted with no message):

```diff
@@ -21,5 +21,5 @@
       (𝓝[>] 0) (𝓝 (∑ k, if d k = x then R k else 0)) := by
   simp only [poleSum, Finset.smul_sum, smul_smul]
-  refine tendsto_finset_sum _ fun k _ => ?_
+  refine tendsto_finsetSum _ fun k _ => ?_
   by_cases h : d k = x
   · -- a pole at `x` contributes its residue for every `η > 0`
@@ -38,5 +38,6 @@
         ((x : ℂ) + η * Complex.I - (d k : ℂ))⁻¹) 0 :=
       ContinuousAt.mul (by fun_prop) (ContinuousAt.inv₀ (by fun_prop) hne)
-    have ht := (hc.tendsto.mono_left nhdsWithin_le_nhds (x := 𝓝[>] 0)).smul_const (R k)
+    have ht := (hc.tendsto.mono_left
+      (nhdsWithin_le_nhds (s := Set.Ioi (0 : ℝ)))).smul_const (R k)
     simpa using ht
 
```

Diagnosis. The error is in the step that restricts an ordinary limit at η = 0 to a limit from the right. `Tendsto.mono_left` takes a limit along a filter `x` and a proof that a second filter is at most `x`, and gives the limit along the second. The named argument `(x := 𝓝[>] 0)` therefore fixed the larger filter, the one to start from, instead of the smaller one wanted in the result. Lean then expected a proof of `?m.337 ≤ 𝓝[>] 0`, but `nhdsWithin_le_nhds` has a full neighbourhood filter `𝓝` on the right.

The repair drops that argument and gives `nhdsWithin_le_nhds` the set `Set.Ioi (0 : ℝ)` as `s`. The inequality is now `𝓝[>] 0 ≤ 𝓝 0`, which fits the limit supplied by `hc.tendsto` and yields the one-sided limit.

The warning only reports a deprecated name; replacing `tendsto_finset_sum` by `tendsto_finsetSum` is tidying and has no part in curing the error.
